# The Student density for three blocks is normalised to one

The mean of three independent Gaussian block values with common mean and variance, measured from its true value in units of its estimated standard error, follows Student's distribution with two degrees of freedom. The theorem concerns only the density of that distribution, (2 + t²)^(−3/2): it is integrable over the real line, and its integral is one. The proof gets integrability by bounding the density by 1/(1 + t²). The integral then follows from the antiderivative t/(2√(2 + t²)), which tends to −1/2 on the left and to 1/2 on the right.

This version doesn't compile in Lean 4 with Mathlib:

```lean
import Mathlib

open MeasureTheory Filter Set Topology

namespace ThreeBlockStudent

noncomputable section

/-- The Student density for three blocks, that is, for two degrees of freedom. -/
def studentDensity (t : ℝ) : ℝ := (2 + t ^ 2) ^ (-3 / 2 : ℝ)

/-- The function `t / (2 √(2 + t²))`. -/
def studentPrimitive (t : ℝ) : ℝ := t / √(2 + t ^ 2) / 2

/-- The function `t / (2 √(2 + t²))` is an antiderivative of the Student density. -/
theorem hasDerivAt_studentPrimitive (t : ℝ) :
    HasDerivAt studentPrimitive (studentDensity t) t := by
  have h0 : 0 < 2 + t ^ 2 := by positivity
  have hd : studentDensity t = 1 / ((2 + t ^ 2) * √(2 + t ^ 2)) := by
    rw [studentDensity, show (-3 / 2 : ℝ) = -(1 + 1 / 2) by norm_num, Real.rpow_neg h0.le,
      Real.rpow_add h0, Real.rpow_one, ← Real.sqrt_eq_rpow, one_div]
  have alg : ∀ r : ℝ, 0 < r → r ^ 2 = 2 + t ^ 2 →
      (1 * r - t * (2 * t / (2 * r))) / r ^ 2 / 2 = 1 / ((2 + t ^ 2) * r) := by
    intro r hr h
    rw [← h]
    calc (1 * r - t * (2 * t / (2 * r))) / r ^ 2 / 2
        = (r ^ 2 - t ^ 2) / (2 * r ^ 3) := by field_simp
      _ = 2 / (2 * r ^ 3) := by rw [show r ^ 2 - t ^ 2 = 2 by linarith]
      _ = 1 / (r ^ 2 * r) := by field_simp
  have h1 : HasDerivAt (fun x : ℝ => 2 + x ^ 2) (2 * t) t := by
    simpa using (hasDerivAt_pow 2 t).const_add 2
  have h2 := h1.sqrt h0.ne'
  have h3 := ((hasDerivAt_id' t).fun_div h2 (Real.sqrt_pos.2 h0).ne').div_const 2
  rw [hd]
  exact h3.congr_deriv (alg _ (Real.sqrt_pos.2 h0) (Real.sq_sqrt h0.le))

/-- For `s > 0` the expression `1 - s / √(2 + s²)` lies between `1 / (2 + s²)` and `1 / s²`. -/
theorem inverse_square_bounds {s : ℝ} (hs : 0 < s) :
    1 / (2 + s ^ 2) ≤ 1 - s / √(2 + s ^ 2) ∧ 1 - s / √(2 + s ^ 2) ≤ 1 / s ^ 2 := by
  have h0 : 0 < 2 + s ^ 2 := by positivity
  have hr : 0 < √(2 + s ^ 2) := Real.sqrt_pos.2 h0
  have hq : √(2 + s ^ 2) ^ 2 = 2 + s ^ 2 := Real.sq_sqrt h0.le
  generalize √(2 + s ^ 2) = r at hr hq
  have hsr : s ≤ r := by nlinarith
  have e : 1 - s / r = (r - s) / r := by
    rw [sub_div, div_self hr.ne']
  -- both bounds come from (r - s)(r + s) = 2
  have k1 : 1 ≤ (r - s) * r := by nlinarith [sq_nonneg (r - s)]
  have k2 : (r - s) * s ≤ 1 := by nlinarith [sq_nonneg (r - s)]
  rw [e]
  constructor
  · rw [div_le_div_iff₀ h0 hr, ← hq]
    nlinarith [mul_le_mul_of_nonneg_right k1 hr.le]
  · rw [div_le_div_iff₀ hr (by positivity)]
    nlinarith [mul_le_mul_of_nonneg_right k2 hs.le]

/-- The antiderivative `t / (2 √(2 + t²))` tends to one half at large `t`. -/
theorem tendsto_studentPrimitive : Tendsto studentPrimitive atTop (𝓝 (1 / 2)) := by
  have hlow : Tendsto (fun t : ℝ => 1 - t⁻¹ ^ 2) atTop (𝓝 1) := by
    simpa using ((tendsto_inv_atTop_zero (𝕜 := ℝ)).pow 2).const_sub 1
  have h : Tendsto (fun t : ℝ => t / √(2 + t ^ 2)) atTop (𝓝 1) := by
    refine tendsto_of_tendsto_of_tendsto_of_le_of_le' hlow tendsto_const_nhds ?_ ?_
    · filter_upwards [eventually_gt_atTop 0] with t ht
      have hb := (inverse_square_bounds ht).2
      rw [one_div, ← inv_pow] at hb
      linarith
    · filter_upwards [eventually_gt_atTop 0] with t ht
      have hb := (inverse_square_bounds ht).1
      have hp : 0 < 1 / (2 + t ^ 2) := by positivity
      linarith
  exact h.div_const 2

/-- The Student density for three blocks is integrable and its integral is one. -/
theorem student_normalized : Integrable studentDensity ∧ ∫ t, studentDensity t = 1 := by
  have hc : Continuous studentDensity :=
    Continuous.rpow_const (by fun_prop) fun t => Or.inl (by positivity)
  have hi : Integrable studentDensity := by
    refine integrable_inv_one_add_sq.mono' hc.aestronglyMeasurable (ae_of_all _ fun t => ?_)
    have h0 : 0 < 2 + t ^ 2 := by positivity
    rw [Real.norm_of_nonneg (Real.rpow_nonneg h0.le _)]
    calc (2 + t ^ 2) ^ (-3 / 2 : ℝ) ≤ (2 + t ^ 2) ^ (-1 : ℝ) :=
          Real.rpow_le_rpow_of_exponent_le (by nlinarith [sq_nonneg t]) (by norm_num)
      _ = (2 + t ^ 2)⁻¹ := Real.rpow_neg_one _
      _ ≤ (1 + t ^ 2)⁻¹ := inv_anti₀ (by positivity) (by linarith)
  refine ⟨hi, ?_⟩
  -- the antiderivative is odd, which gives its limit on the left
  have hbot : Tendsto studentPrimitive atBot (𝓝 (-(1 / 2))) := by
    refine (tendsto_studentPrimitive.comp tendsto_neg_atBot_atTop).neg.congr fun t => ?_
    simp only [Function.comp_apply, studentPrimitive, neg_sq]
    ring
  rw [integral_of_hasDerivAt_of_tendsto hasDerivAt_studentPrimitive hi hbot
    tendsto_studentPrimitive]
  norm_num

end

end ThreeBlockStudent
```

The compiler's answer:

```
Main.lean:80:8: error: Tactic `rewrite` failed: Did not find an occurrence of the pattern
  ‖(2 + t ^ 2) ^ ?m.125‖
in the target expression
  ‖studentDensity t‖ ≤ (1 + t ^ 2)⁻¹

hc : Continuous studentDensity
t : ℝ
h0 : 0 < 2 + t ^ 2
⊢ ‖studentDensity t‖ ≤ (1 + t ^ 2)⁻¹
```

The error arises in the bound that is to give integrability. The term `Real.norm_of_nonneg (Real.rpow_nonneg h0.le _)` says that the norm of a power of `2 + t ^ 2` is that power itself, with the exponent left open as `?m.125`. So `rw` looks for a norm with such a power written inside it. The goal, however, contains `‖studentDensity t‖`. By definition `studentDensity t` is such a power, but `rw` does not unfold an ordinary definition when it searches for its pattern, and so it finds no match.

The repair puts `studentDensity` first in the list of rewrites. This replaces the name by its defining formula, and the goal then contains `‖(2 + t ^ 2) ^ (-3 / 2 : ℝ)‖`. Now the second rewrite matches, with `-3 / 2` as the exponent, and removes the norm. What is left is the inequality that the `calc` block proves.

The change, after which it compiles:

```diff
@@ -78,5 +78,5 @@
     refine integrable_inv_one_add_sq.mono' hc.aestronglyMeasurable (ae_of_all _ fun t => ?_)
     have h0 : 0 < 2 + t ^ 2 := by positivity
-    rw [Real.norm_of_nonneg (Real.rpow_nonneg h0.le _)]
+    rw [studentDensity, Real.norm_of_nonneg (Real.rpow_nonneg h0.le _)]
     calc (2 + t ^ 2) ^ (-3 / 2 : ℝ) ≤ (2 + t ^ 2) ^ (-1 : ℝ) :=
           Real.rpow_le_rpow_of_exponent_le (by nlinarith [sq_nonneg t]) (by norm_num)
```
